# The cosine of a three-atom bend angle is differentiable in the atomic positions where both bonds have nonzero length

Three atoms have positions in a real inner product space, and the bend is the unoriented angle at the central atom between its bonds to the other two. The theorem says that the cosine of this angle, as a function of all three positions together, is differentiable at every configuration where neither bond has zero length. Straight and folded arrangements are included. The attempt writes the cosine as the inner product of the two bond vectors divided by the product of their lengths, shows that numerator and denominator are differentiable, and then applies a quotient rule.

The first attempt, which Lean rejects:

```lean
import Mathlib

open InnerProductGeometry
open scoped Real

namespace CosBendDifferentiableAt

variable {V : Type*} [NormedAddCommGroup V] [InnerProductSpace ℝ V]

/-- The bend coordinate of three atoms: the unoriented angle at the central atom 1 between the bonds
to atoms 0 and 2. If a bond has zero length, the value is `π / 2` by Mathlib's convention. -/
noncomputable def bend (r : Fin 3 → V) : ℝ :=
  angle (r 0 - r 1) (r 2 - r 1)

/-- The cosine of the bend is differentiable in the atomic positions wherever both bonds have
nonzero length. -/
theorem cos_bend_differentiableAt {r : Fin 3 → V} (h01 : r 0 ≠ r 1) (h21 : r 2 ≠ r 1) :
    DifferentiableAt ℝ (fun s : Fin 3 → V => Real.cos (bend s)) r := by
  have d0 : DifferentiableAt ℝ (fun s : Fin 3 → V => s 0 - s 1) r := by fun_prop
  have d2 : DifferentiableAt ℝ (fun s : Fin 3 → V => s 2 - s 1) r := by fun_prop
  have e : (fun s : Fin 3 → V => Real.cos (bend s)) = fun s =>
      inner ℝ (s 0 - s 1) (s 2 - s 1) / (‖s 0 - s 1‖ * ‖s 2 - s 1‖) := by
    funext s
    exact cos_angle _ _
  have n0 := sub_ne_zero.2 h01
  have n2 := sub_ne_zero.2 h21
  have hne : ‖r 0 - r 1‖ * ‖r 2 - r 1‖ ≠ 0 :=
    mul_ne_zero (norm_ne_zero_iff.2 n0) (norm_ne_zero_iff.2 n2)
  have hnum := d0.inner ℝ d2
  have hden := (d0.norm ℝ n0).mul (d2.norm ℝ n2)
  have hquot := hnum.div hden (by exact hne)
  rw [e]
  exact hquot

end CosBendDifferentiableAt
```

Compiling this gives:

```
Main.lean:31:25: error: Application type mismatch: The argument
  hden
has type
  DifferentiableAt.{0, u_1, 0} ℝ ((fun y => ‖y 0 - y 1‖) * fun y => ‖y 2 - y 1‖) r
but is expected to have type
  DifferentiableAt.{0, 0, 0} ℝ (HMul.hMul ‖r 0 - r 1‖) ‖r 2 - r 1‖
in the application
  DifferentiableAt.div ?m.362 hden
```

Cause. The quotient rule `DifferentiableAt.div` is stated for functions whose domain is the scalar field, here `ℝ`. The functions in `hnum` and `hden` take a whole configuration `Fin 3 → V`, so they do not fit. The odd expected type in the message comes from `hne`: Lean matched its product of two lengths with "a function applied to a point", and took the function to be multiplication by the first length and the point to be the second length.

The repair avoids that lemma. `hinv` says that inversion on `ℝ` is differentiable at the nonzero denominator, `hcomp` composes it with `hden`, and `DifferentiableAt.mul`, which allows the larger domain, multiplies the result by the numerator. Since this proves the claim for a product with an inverse, the last two lines carry it over to the quotient by `div_eq_mul_inv`. The type written on `hden` restates the product of functions from `hprod` pointwise, in the form used in `hinv`. The type written on `hnum` only spells out what was already proved.

Fix (accepted with no message):

```diff
@@ -27,9 +27,17 @@
   have hne : ‖r 0 - r 1‖ * ‖r 2 - r 1‖ ≠ 0 :=
     mul_ne_zero (norm_ne_zero_iff.2 n0) (norm_ne_zero_iff.2 n2)
-  have hnum := d0.inner ℝ d2
-  have hden := (d0.norm ℝ n0).mul (d2.norm ℝ n2)
-  have hquot := hnum.div hden (by exact hne)
+  have hnum : DifferentiableAt ℝ
+      (fun s : Fin 3 → V => inner ℝ (s 0 - s 1) (s 2 - s 1)) r := d0.inner ℝ d2
+  have hprod := (d0.norm ℝ n0).mul (d2.norm ℝ n2)
+  have hden : DifferentiableAt ℝ
+      (fun s : Fin 3 → V => ‖s 0 - s 1‖ * ‖s 2 - s 1‖) r := hprod
+  have hinv : DifferentiableAt ℝ (fun t : ℝ => t⁻¹)
+      ((fun s : Fin 3 → V => ‖s 0 - s 1‖ * ‖s 2 - s 1‖) r) :=
+    (hasDerivAt_inv hne).differentiableAt
+  have hcomp := hinv.comp r hden
+  have hquot := hnum.mul hcomp
   rw [e]
-  exact hquot
+  refine hquot.congr_of_eventuallyEq (Filter.Eventually.of_forall fun s => ?_)
+  exact div_eq_mul_inv _ _
 
 end CosBendDifferentiableAt
```
